# A convex mixture of Hermitian pencils with positive definite overlaps has no level below both lowest end levels

With a single basis function, the generalised eigenvalue equation $Hc=eSc$ is a relation between numbers. Two such problems, with real $h_1,h_2$ and positive $s_1,s_2$, have the levels $e_1=h_1/s_1$ and $e_2=h_2/s_2$. Mixing numerators and denominators with weights $1-t$ and $t$, where $0\le t\le 1$, gives

$$e=\frac{(1-t)h_1+t h_2}{(1-t)s_1+t s_2}
=\frac{(1-t)s_1\,e_1+t s_2\,e_2}{(1-t)s_1+t s_2}.$$

This is an average of $e_1$ and $e_2$ with nonnegative weights, so $e\ge\min(e_1,e_2)$. In a larger basis the same average appears for each vector, and the variational principle supplies the rest.

## From expectation values to the lower bound

Let $H_1,H_2$ be Hermitian and $S_1,S_2$ positive definite matrices of the same finite size, at least one. Put $H=(1-t)H_1+tH_2$ and $S=(1-t)S_1+tS_2$. Then $H$ is Hermitian, and $S$ is positive definite because its two weights are nonnegative and add up to one.

**The variational bound.** For any such pair $(H,S)$, the quotient $x^\dagger Hx/x^\dagger Sx$ is continuous on the unit sphere, which is compact, so it has a minimum $e$ at some $u$. It does not change when $x$ is rescaled, hence

$$e\,x^\dagger Sx\le x^\dagger Hx\quad\text{for all }x.$$

So $H-eS$ is positive semidefinite and can be written as $B^\dagger B$. At the minimum, $0=u^\dagger(H-eS)u=\|Bu\|^2$. Therefore $Bu=0$ and $Hu=eSu$, which makes $e$ a level. If $Hc=e'Sc$ with $c\ne0$, then $e'c^\dagger Sc=c^\dagger Hc\ge e\,c^\dagger Sc$, so $e'\ge e$. The minimum is the lowest level.

**Mixing.** Let $e_1,e_2$ be the lowest levels of the end pencils, $m=\min(e_1,e_2)$, and let $c$ be an eigenvector at the lowest level $e$ of the mixture. The bounds for the end pencils give $c^\dagger H_ic\ge e_i\,c^\dagger S_ic\ge m\,c^\dagger S_ic$ for $i=1,2$. Adding them with the mixing weights yields

$$e\,c^\dagger Sc=c^\dagger Hc\ge m\,c^\dagger Sc,$$

and division by $c^\dagger Sc>0$ gives $e\ge m$.

**Equality.** Let $0<t<1$ and $e=m$. The eigenvalue equation for $c$ can be rearranged as

$$\begin{aligned}0={}&(1-t)(c^\dagger H_1c-e_1c^\dagger S_1c)+t(c^\dagger H_2c-e_2c^\dagger S_2c)\\&+(1-t)(e_1-e)c^\dagger S_1c+t(e_2-e)c^\dagger S_2c.\end{aligned}$$

All four terms are nonnegative, so all vanish. The last two give $e_1=e=e_2$. The first two say that $c$ attains both variational bounds, so it is a lowest eigenvector of both pencils. Conversely, if $e_1=e_2$ and $c$ is a shared eigenvector at that level, then $Hc=e_1Sc$. Hence $e\le e_1=m$, and the lower bound makes this an equality.

## Two orbitals with changing overlap

Take $t=1/2$ and

$$H_1=H_2=\begin{pmatrix}0&-1\\-1&0\end{pmatrix},\quad
S_1=\begin{pmatrix}1&0\\0&1\end{pmatrix},\quad
S_2=\begin{pmatrix}1&1/2\\1/2&1\end{pmatrix}.$$

The vectors $(1,1)$ and $(1,-1)$ solve all three problems. The first pencil has levels $-1$ and $1$, the second $-2/3$ and $2$. The mixed overlap has off-diagonal element $1/4$, so the mixed levels are $-4/5$ and $4/3$. The lowest one lies strictly above $\min(-1,-2/3)=-1$: a shared eigenvector without equal end levels does not give equality.

Positivity of the overlaps matters even when the mixed overlap is positive. In one dimension take $h_1=1$, $s_1=2$, $h_2=-2$, $s_2=-1$. The end levels are $1/2$ and $2$, but the halfway mixture has $h=-1/2$, $s=1/2$ and level $-1$.

For projector augmented-wave or ultrasoft matrices in a fixed finite basis, the theorem bounds the lowest one-particle level from below when Hamiltonian and overlap are interpolated linearly with the same weight, provided both end overlap matrices are positive definite. It makes no statement about matrices recomputed at an intermediate geometry or density.

## Pencils, levels and mixtures in Lean

The basis is indexed by an arbitrary finite type `n`, and the matrices are complex.

```lean
import Mathlib

open Matrix
open scoped ComplexOrder

namespace PencilMixing

noncomputable section

variable {n : Type*} [Fintype n]
```

The function `expect` takes the real part of $x^\dagger Ax$, which for Hermitian $A$ is the whole value. Vectors are not normalised.

```lean
/-- The real part of the expectation value `x† A x`. -/
def expect (A : Matrix n n ℂ) (x : n → ℂ) : ℝ := (star x ⬝ᵥ (A *ᵥ x)).re
```

A level is a real number with a nonzero solution of the generalised equation. Restricting to real numbers loses nothing for Hermitian $H$ and positive definite $S$.

```lean
/-- The real number `e` is a generalised eigenvalue of the pencil `(H, S)`. -/
def IsLevel (H S : Matrix n n ℂ) (e : ℝ) : Prop :=
  ∃ c : n → ℂ, c ≠ 0 ∧ H *ᵥ c = e • (S *ᵥ c)
```

The lowest level is the least element of the set of levels, so it is itself attained by an eigenvector.

```lean
/-- The real number `e` is the lowest generalised eigenvalue of the pencil `(H, S)`. -/
def IsLowestLevel (H S : Matrix n n ℂ) (e : ℝ) : Prop :=
  IsLeast {e' : ℝ | IsLevel H S e'} e
```

The same `mix` serves for Hamiltonians and overlaps; `t = 0` gives the first matrix and `t = 1` the second.

```lean
/-- Linear mixing of two matrices with weights `1 - t` and `t`. -/
def mix {m : Type*} (t : ℝ) (A B : Matrix m m ℂ) : Matrix m m ℂ := (1 - t) • A + t • B
```

Two identities carry the algebra: expectation values are linear under mixing, and an eigenvector satisfies $c^\dagger Hc=e\,c^\dagger Sc$.

```lean
/-- The expectation value of a mixture is the mixture of the expectation values. -/
theorem expect_mix (t : ℝ) (A B : Matrix n n ℂ) (x : n → ℂ) :
    expect (mix t A B) x = (1 - t) * expect A x + t * expect B x := by
  simp only [expect, mix, Matrix.add_mulVec, Matrix.smul_mulVec, dotProduct_add,
    dotProduct_smul, Complex.add_re, Complex.smul_re, smul_eq_mul]

/-- In a generalised eigenvector the energy expectation value is the level times the
overlap expectation value. -/
theorem expect_of_eigen {H S : Matrix n n ℂ} {e : ℝ} {c : n → ℂ}
    (h : H *ᵥ c = e • (S *ᵥ c)) : expect H c = e * expect S c := by
  simp only [expect, h, dotProduct_smul, Complex.smul_re, smul_eq_mul]
```

## The variational principle as a lemma

The next lemma is the null-vector argument. It shows that `H - e • S` is Hermitian with nonnegative expectation values, then uses Mathlib's `dotProduct_mulVec_zero_iff` in place of the factorisation $B^\dagger B$.

```lean
/-- For Hermitian `H` and `S`, a vector that attains a variational lower bound `e` solves the
generalised eigenvalue equation with eigenvalue `e`. -/
theorem eigen_of_attains {H S : Matrix n n ℂ} {e : ℝ} {c : n → ℂ}
    (hH : H.IsHermitian) (hS : S.IsHermitian)
    (hb : ∀ x, e * expect S x ≤ expect H x) (hc : expect H c = e * expect S c) :
    H *ᵥ c = e • (S *ᵥ c) := by
  classical
  have hA : (H - e • S).IsHermitian := by
    unfold Matrix.IsHermitian
    simp only [conjTranspose_sub, conjTranspose_smul, star_trivial, hH.eq, hS.eq]
  have hre : ∀ x, (star x ⬝ᵥ ((H - e • S) *ᵥ x)).re = expect H x - e * expect S x := by
    intro x
    simp only [expect, Matrix.sub_mulVec, Matrix.smul_mulVec, dotProduct_sub,
      dotProduct_smul, Complex.sub_re, Complex.smul_re, smul_eq_mul]
  have him : ∀ x, (star x ⬝ᵥ ((H - e • S) *ᵥ x)).im = 0 := by
    intro x
    have h : star (star x ⬝ᵥ ((H - e • S) *ᵥ x)) = star x ⬝ᵥ ((H - e • S) *ᵥ x) := by
      rw [← Matrix.star_dotProduct, Matrix.star_mulVec, hA.eq, ← Matrix.dotProduct_mulVec]
    exact Complex.conj_eq_iff_im.mp h
  -- the shifted matrix is positive semidefinite, so zero expectation means a null vector
  have hP : (H - e • S).PosSemidef := by
    refine PosSemidef.of_dotProduct_mulVec_nonneg hA ?_
    intro x
    refine Complex.le_def.mpr ⟨?_, (him x).symm⟩
    rw [hre x]
    exact sub_nonneg.mpr (hb x)
  have h0 : star c ⬝ᵥ ((H - e • S) *ᵥ c) = 0 :=
    Complex.ext ((hre c).trans (sub_eq_zero.mpr hc)) (him c)
  have h1 := (hP.dotProduct_mulVec_zero_iff c).mp h0
  rw [Matrix.sub_mulVec, Matrix.smul_mulVec] at h1
  exact sub_eq_zero.mp h1
```

Existence follows the compactness argument. The hypothesis `Nonempty n` excludes the empty basis, which has no nonzero vector and so no level. The norm on `n → ℂ` is the maximum norm, so with more than one basis function the sphere differs from the Euclidean one, but scaling works in the same way. `hmin` is the minimum property, `hscale` the quadratic scaling that carries it to all vectors, and the last lines compare $e$ with every other level.

```lean
/-- A Hermitian pencil with positive overlap has a lowest level, and this level times the
overlap expectation value bounds the energy expectation value of every vector from below. -/
theorem exists_lowestLevel [Nonempty n] {H S : Matrix n n ℂ}
    (hH : H.IsHermitian) (hS : S.IsHermitian) (hpos : ∀ x, x ≠ 0 → 0 < expect S x) :
    ∃ e, IsLowestLevel H S e ∧ ∀ x, e * expect S x ≤ expect H x := by
  have hcont : ∀ A : Matrix n n ℂ, Continuous (expect A) := by
    intro A
    have h : Continuous fun x : n → ℂ => ∑ i, star (x i) * ∑ j, A i j * x j :=
      continuous_finsetSum _ fun i _ => (continuous_star.comp (continuous_apply i)).mul
        (continuous_finsetSum _ fun j _ => continuous_const.mul (continuous_apply j))
    exact Complex.continuous_re.comp h
  have hne : ∀ x ∈ Metric.sphere (0 : n → ℂ) 1, x ≠ 0 := by
    rintro x hx rfl
    simp at hx
  -- the Rayleigh quotient attains its minimum on the unit sphere
  obtain ⟨u, hu, hmin⟩ := (isCompact_sphere (0 : n → ℂ) 1).exists_isMinOn
    ⟨fun _ => 1, by rw [mem_sphere_zero_iff_norm, pi_norm_const, norm_one]⟩
    ((hcont H).continuousOn.div (hcont S).continuousOn fun x hx => (hpos x (hne x hx)).ne')
  have hb : ∀ x, expect H u / expect S u * expect S x ≤ expect H x := by
    intro x
    by_cases hx : x = 0
    · simp [hx, expect]
    have hr : 0 < ‖x‖⁻¹ := inv_pos.mpr (norm_pos_iff.mpr hx)
    have hscale : ∀ A : Matrix n n ℂ, expect A (‖x‖⁻¹ • x) = ‖x‖⁻¹ ^ 2 * expect A x := by
      intro A
      simp only [expect, Matrix.mulVec_smul, star_smul, star_trivial, smul_dotProduct,
        dotProduct_smul, Complex.smul_re, smul_eq_mul]
      ring
    have hmem : ‖x‖⁻¹ • x ∈ Metric.sphere (0 : n → ℂ) 1 := by
      rw [mem_sphere_zero_iff_norm, norm_smul, norm_inv, norm_norm]
      exact inv_mul_cancel₀ (norm_ne_zero_iff.mpr hx)
    have h : expect H u / expect S u ≤ expect H (‖x‖⁻¹ • x) / expect S (‖x‖⁻¹ • x) :=
      hmin hmem
    rw [le_div_iff₀ (hpos _ (hne _ hmem)), hscale, hscale] at h
    refine le_of_mul_le_mul_left ?_ (pow_pos hr 2)
    linarith
  have hu0 := hne u hu
  refine ⟨_, ⟨⟨u, hu0, eigen_of_attains hH hS hb
    (div_mul_cancel₀ _ (hpos u hu0).ne').symm⟩, ?_⟩, hb⟩
  rintro e ⟨c, hc, he⟩
  exact le_of_mul_le_mul_right ((hb c).trans_eq (expect_of_eigen he)) (hpos c hc)
```

For a positive definite overlap, any given lowest level must be the minimum just constructed, since a least element is unique. It therefore inherits the bound.

```lean
/-- For Hermitian `H` and positive definite `S`, the lowest level times the overlap expectation
value never exceeds the energy expectation value. -/
theorem lowestLevel_bound {H S : Matrix n n ℂ} {e : ℝ} (hH : H.IsHermitian)
    (hS : S.PosDef) (he : IsLowestLevel H S e) (x : n → ℂ) :
    e * expect S x ≤ expect H x := by
  obtain ⟨c, hc, _⟩ := he.1
  obtain ⟨i, _⟩ := Function.ne_iff.mp hc
  have : Nonempty n := ⟨i⟩
  obtain ⟨μ, hμ, hb⟩ := exists_lowestLevel hH hS.isHermitian
    (fun y hy => (Complex.lt_def.mp (hS.dotProduct_mulVec_pos hy)).1)
  rw [IsLeast.unique he hμ]
  exact hb x
```

## The bound and its equality case

The main theorem takes Hermitian `H₁`, `H₂`, positive definite `S₁`, `S₂`, a weight in $[0,1]$ and the lowest end levels. It concludes that the mixed pencil has a lowest level `e` with `min e₁ e₂ ≤ e`. Positive definiteness says that every nonzero coefficient vector represents a state of positive norm, with any augmentation terms included in the overlap.

In the proof, `hpos` establishes positivity of the mixed overlap, `b₁` and `b₂` are the two bounds at the mixed eigenvector, and `le_of_mul_le_mul_right` is the final division.

```lean
/-- For Hermitian pencils with positive definite overlaps and a weight in `[0, 1]`, the mixed pencil
has a lowest generalised eigenvalue, and it is at least the smaller of the lowest generalised
eigenvalues of the two pencils. -/
theorem min_le_mixed_level {H₁ H₂ S₁ S₂ : Matrix n n ℂ} {t e₁ e₂ : ℝ}
    (hH₁ : H₁.IsHermitian) (hH₂ : H₂.IsHermitian) (hS₁ : S₁.PosDef) (hS₂ : S₂.PosDef)
    (ht0 : 0 ≤ t) (ht1 : t ≤ 1)
    (h₁ : IsLowestLevel H₁ S₁ e₁) (h₂ : IsLowestLevel H₂ S₂ e₂) :
    ∃ e, IsLowestLevel (mix t H₁ H₂) (mix t S₁ S₂) e ∧ min e₁ e₂ ≤ e := by
  obtain ⟨d, hd, _⟩ := h₁.1
  obtain ⟨i, _⟩ := Function.ne_iff.mp hd
  have : Nonempty n := ⟨i⟩
  have hm : ∀ A B : Matrix n n ℂ, A.IsHermitian → B.IsHermitian →
      (mix t A B).IsHermitian := by
    intro A B hA hB
    unfold Matrix.IsHermitian
    simp only [mix, conjTranspose_add, conjTranspose_smul, star_trivial, hA.eq, hB.eq]
  have p₁ : ∀ x, x ≠ 0 → 0 < expect S₁ x :=
    fun x hx => (Complex.lt_def.mp (hS₁.dotProduct_mulVec_pos hx)).1
  have p₂ : ∀ x, x ≠ 0 → 0 < expect S₂ x :=
    fun x hx => (Complex.lt_def.mp (hS₂.dotProduct_mulVec_pos hx)).1
  -- the mixed overlap stays positive
  have hpos : ∀ x, x ≠ 0 → 0 < expect (mix t S₁ S₂) x := by
    intro x hx
    rw [expect_mix]
    rcases ht0.eq_or_lt with h | h
    · rw [← h]
      linarith [p₁ x hx]
    · linarith [mul_pos h (p₂ x hx), mul_nonneg (sub_nonneg.mpr ht1) (p₁ x hx).le]
  obtain ⟨e, he, _⟩ := exists_lowestLevel (hm _ _ hH₁ hH₂)
    (hm _ _ hS₁.isHermitian hS₂.isHermitian) hpos
  refine ⟨e, he, ?_⟩
  obtain ⟨c, hc, hce⟩ := he.1
  -- both variational bounds are applied to the mixed eigenvector
  have b₁ := (mul_le_mul_of_nonneg_right (min_le_left e₁ e₂) (p₁ c hc).le).trans
    (lowestLevel_bound hH₁ hS₁ h₁ c)
  have b₂ := (mul_le_mul_of_nonneg_right (min_le_right e₁ e₂) (p₂ c hc).le).trans
    (lowestLevel_bound hH₂ hS₂ h₂ c)
  refine le_of_mul_le_mul_right ?_ (hpos c hc)
  rw [← expect_of_eigen hce, expect_mix, expect_mix]
  linarith [mul_le_mul_of_nonneg_left b₁ (sub_nonneg.mpr ht1),
    mul_le_mul_of_nonneg_left b₂ ht0]
```

The equality theorem requires a weight strictly between 0 and 1. The facts `k₁` to `k₄` are the nonnegativity of the four terms above, and `z₁` to `z₄` their vanishing. Then `eigen_of_attains` turns the attained bounds into eigenvalue equations. In the other direction, the shared eigenvector shows that the common value is a level of the mixture.

```lean
/-- For a proper mixture of Hermitian pencils with positive definite overlaps, the lower bound is
attained exactly when the two lowest levels coincide and the two pencils share an eigenvector at
that level. -/
theorem mixed_level_eq_min_iff {H₁ H₂ S₁ S₂ : Matrix n n ℂ} {t e₁ e₂ e : ℝ}
    (hH₁ : H₁.IsHermitian) (hH₂ : H₂.IsHermitian) (hS₁ : S₁.PosDef) (hS₂ : S₂.PosDef)
    (ht0 : 0 < t) (ht1 : t < 1)
    (h₁ : IsLowestLevel H₁ S₁ e₁) (h₂ : IsLowestLevel H₂ S₂ e₂)
    (h : IsLowestLevel (mix t H₁ H₂) (mix t S₁ S₂) e) :
    e = min e₁ e₂ ↔ e₁ = e₂ ∧
      ∃ c : n → ℂ, c ≠ 0 ∧ H₁ *ᵥ c = e₁ • (S₁ *ᵥ c) ∧ H₂ *ᵥ c = e₂ • (S₂ *ᵥ c) := by
  have hs : 0 < 1 - t := sub_pos.mpr ht1
  constructor
  · intro hem
    obtain ⟨c, hc, hce⟩ := h.1
    have f := expect_of_eigen hce
    rw [expect_mix, expect_mix] at f
    have p₁ : 0 < expect S₁ c := (Complex.lt_def.mp (hS₁.dotProduct_mulVec_pos hc)).1
    have p₂ : 0 < expect S₂ c := (Complex.lt_def.mp (hS₂.dotProduct_mulVec_pos hc)).1
    have b₁ := lowestLevel_bound hH₁ hS₁ h₁
    have b₂ := lowestLevel_bound hH₂ hS₂ h₂
    have m₁ : e ≤ e₁ := hem.trans_le (min_le_left _ _)
    have m₂ : e ≤ e₂ := hem.trans_le (min_le_right _ _)
    -- four nonnegative terms add up to zero
    have k₁ := mul_nonneg hs.le (sub_nonneg.mpr (b₁ c))
    have k₂ := mul_nonneg ht0.le (sub_nonneg.mpr (b₂ c))
    have k₃ := mul_nonneg hs.le (mul_nonneg (sub_nonneg.mpr m₁) p₁.le)
    have k₄ := mul_nonneg ht0.le (mul_nonneg (sub_nonneg.mpr m₂) p₂.le)
    have z₁ : (1 - t) * (expect H₁ c - e₁ * expect S₁ c) = 0 := by linarith
    have z₂ : t * (expect H₂ c - e₂ * expect S₂ c) = 0 := by linarith
    have z₃ : (1 - t) * ((e₁ - e) * expect S₁ c) = 0 := by linarith
    have z₄ : t * ((e₂ - e) * expect S₂ c) = 0 := by linarith
    have q₁ := (mul_eq_zero.mp z₁).resolve_left hs.ne'
    have q₂ := (mul_eq_zero.mp z₂).resolve_left ht0.ne'
    have q₃ := (mul_eq_zero.mp ((mul_eq_zero.mp z₃).resolve_left hs.ne')).resolve_right p₁.ne'
    have q₄ := (mul_eq_zero.mp ((mul_eq_zero.mp z₄).resolve_left ht0.ne')).resolve_right p₂.ne'
    exact ⟨by linarith, c, hc,
      eigen_of_attains hH₁ hS₁.isHermitian b₁ (sub_eq_zero.mp q₁),
      eigen_of_attains hH₂ hS₂.isHermitian b₂ (sub_eq_zero.mp q₂)⟩
  · rintro ⟨rfl, c, hc, g₁, g₂⟩
    obtain ⟨e', he', hle⟩ := min_le_mixed_level hH₁ hH₂ hS₁ hS₂ ht0.le ht1.le h₁ h₂
    rw [IsLeast.unique he' h] at hle
    refine le_antisymm ?_ hle
    rw [min_self]
    -- the shared eigenvector survives the mixing
    refine h.2 ⟨c, hc, ?_⟩
    simp only [mix, Matrix.add_mulVec, Matrix.smul_mulVec, g₁, g₂]
    module
```

## A mixture above both ends

The larger of the two lowest end levels is not an upper bound for the lowest mixed level. Consider two uncoupled sites whose overlap matrix is the identity.

```lean
/-- A two-level Hamiltonian with real site energies `a` and `b` and no coupling. -/
def twoLevel (a b : ℝ) : Matrix (Fin 2) (Fin 2) ℂ := !![(a : ℂ), 0; 0, (b : ℂ)]
```

The lowest level is the smaller site energy. The proof exhibits a site vector as eigenvector, and then reads the eigenvalue equation component by component.

```lean
/-- With the identity as overlap matrix, the lowest level of the uncoupled two-level Hamiltonian is
the smaller site energy. -/
theorem twoLevel_lowest (a b : ℝ) : IsLowestLevel (twoLevel a b) 1 (min a b) := by
  constructor
  · rcases le_total a b with h | h
    · rw [min_eq_left h]
      refine ⟨![1, 0], fun h0 => by simpa using congrFun h0 0, ?_⟩
      rw [Matrix.one_mulVec]
      funext i
      fin_cases i <;> simp [twoLevel, Matrix.mulVec, dotProduct, Fin.sum_univ_two]
    · rw [min_eq_right h]
      refine ⟨![0, 1], fun h0 => by simpa using congrFun h0 1, ?_⟩
      rw [Matrix.one_mulVec]
      funext i
      fin_cases i <;> simp [twoLevel, Matrix.mulVec, dotProduct, Fin.sum_univ_two]
  · rintro e ⟨c, hc, he⟩
    rw [Matrix.one_mulVec] at he
    have h0 : (a : ℂ) * c 0 = (e : ℂ) * c 0 := by
      simpa [twoLevel, Matrix.mulVec, dotProduct, Fin.sum_univ_two] using congrFun he 0
    have h1 : (b : ℂ) * c 1 = (e : ℂ) * c 1 := by
      simpa [twoLevel, Matrix.mulVec, dotProduct, Fin.sum_univ_two] using congrFun he 1
    by_cases z0 : c 0 = 0
    · by_cases z1 : c 1 = 0
      · refine absurd ?_ hc
        funext i
        fin_cases i
        · exact z0
        · exact z1
      · exact (min_le_right a b).trans_eq (Complex.ofReal_injective (mul_right_cancel₀ z1 h1))
    · exact (min_le_left a b).trans_eq (Complex.ofReal_injective (mul_right_cancel₀ z0 h0))
```

Site energies $(0,1)$ and $(1,0)$ both give lowest level $0$. Their halfway mixture has both site energies equal to $1/2$, so its lowest level is $1/2$: the two end pencils favour different sites, and no vector is optimal for both.

```lean
/-- Two pencils with lowest level `0` can have a halfway mixture with lowest level `1/2`. -/
theorem mixing_can_raise_level :
    IsLowestLevel (twoLevel 0 1) 1 0 ∧ IsLowestLevel (twoLevel 1 0) 1 0 ∧
      IsLowestLevel (mix (1 / 2) (twoLevel 0 1) (twoLevel 1 0)) (mix (1 / 2) 1 1) (1 / 2) := by
  have hH : mix (1 / 2) (twoLevel 0 1) (twoLevel 1 0) = twoLevel (1 / 2) (1 / 2) := by
    refine Matrix.ext fun i j => ?_
    fin_cases i <;> fin_cases j <;> simp [mix, twoLevel]
    norm_num
  have hS : mix (1 / 2) (1 : Matrix (Fin 2) (Fin 2) ℂ) 1 = 1 := by
    unfold mix
    rw [← add_smul, sub_add_cancel, one_smul]
  have l₁ := twoLevel_lowest 0 1
  have l₂ := twoLevel_lowest 1 0
  have l₃ := twoLevel_lowest (1 / 2) (1 / 2)
  rw [min_eq_left (zero_le_one' ℝ)] at l₁
  rw [min_eq_right (zero_le_one' ℝ)] at l₂
  rw [min_self] at l₃
  rw [hH, hS]
  exact ⟨l₁, l₂, l₃⟩

end

end PencilMixing
```

```lean
#print axioms PencilMixing.exists_lowestLevel
#print axioms PencilMixing.mixed_level_eq_min_iff
#print axioms PencilMixing.mixing_can_raise_level
```

```
'PencilMixing.exists_lowestLevel' depends on axioms: [propext, Classical.choice, Quot.sound]
'PencilMixing.mixed_level_eq_min_iff' depends on axioms: [propext, Classical.choice, Quot.sound]
'PencilMixing.mixing_can_raise_level' depends on axioms: [propext, Classical.choice, Quot.sound]
```
